# Moments of the induced charge give the long-wave expansion of a compactly supported $C^1$ polarization, with an error bound

The polarization is taken here as the given quantity, and the charge is defined from it. A real function $P(x)$ is the polarization produced per unit displacement of a plane of atoms, and the induced charge is $f=-P'$. The profile is continuously differentiable and vanishes outside a bounded interval. This stands for a short-ranged response, which leaves no polarization far from the plane.

## The bound at third order and at every order

Write the charge moments and the Fourier amplitude at real wave number $q$ as

$$Q_n=\int x^n f(x)\,dx,\qquad \hat P(q)=\int P(x)\,e^{-iqx}\,dx .$$

Then $Q_0=0$, and

$$\left|\hat P(q)-\left(Q_1-\frac{iq\,Q_2}{2}-\frac{q^2Q_3}{6}\right)\right|\le\frac{|q|^3}{6}\int|x^3P(x)|\,dx .$$

More generally, for every integer $N\ge 0$,

$$\left|\hat P(q)-\sum_{n=0}^{N-1}\frac{(-iq)^n}{n!}\,\frac{Q_{n+1}}{n+1}\right|\le\frac{|q|^N}{N!}\int|x^NP(x)|\,dx .$$

## Finite-$q$ response against real-space moments

The clamped-ion part of a longitudinal flexoelectric coefficient can be extracted from the small-$q$ behaviour of the response to displaced planes of atoms, or from real-space moments of the charge that they induce. For a one-dimensional, compactly supported $C^1$ profile, the third-order bound says how far the amplitude at a given $q$ can differ from the value rebuilt from $Q_1$, $Q_2$ and $Q_3$. A larger discrepancy between these two amplitudes points to numerical error or mismatched conventions. The allowance for an extracted moment is different: if $Q_1$ and $Q_2$ are known and $Q_3$ is read off from the amplitude at $q\ne0$, the truncation error in $Q_3$ is at most the bound times $6/q^2$, which is $|q|\int|x^3P|\,dx$. The real part of the amplitude, $\int P\cos(qx)\,dx$, has no cubic term, so reading $Q_3$ from it alone leaves an error of order $q^2$ at small $q$.

Both routes must use the same origin. Moving the profile by $a$ changes $Q_2$ by $2aQ_1$, so the second moment depends on the origin unless $Q_1=0$. The integral on the right of the bound also depends on the origin, and it grows when the profile lies far from $x=0$.

## From integration by parts to the remainder

Let $\varphi$ be a $C^1$ potential. Since $P\varphi$ has compact support, its derivative integrates to zero:

$$0=\int (P\varphi)'\,dx=\int P'\varphi\,dx+\int P\varphi'\,dx,
\qquad\text{so}\qquad \int f\varphi\,dx=\int P\varphi'\,dx .$$

Three choices of $\varphi$ give

- $\varphi=1$: $Q_0=0$;
- $\varphi=x^{n+1}$: $Q_{n+1}=(n+1)\int x^nP\,dx$;
- $\varphi=e^{-iqx}$: $\hat f(q)=-iq\,\hat P(q)$, where $\hat f$ is the amplitude of the charge.

For the remainder, let $w$ be imaginary, $t\ge0$, and

$$R_n(t)=e^{wt}-\sum_{k=0}^{n-1}\frac{(wt)^k}{k!}.$$

First, $|R_0(t)|=|e^{wt}|=1$. Next, $R_{n+1}(0)=0$ and $R_{n+1}'=wR_n$. If $|R_n(s)|\le(|w|s)^n/n!$ for all $s\ge0$, then

$$|R_{n+1}(t)|\le\int_0^t|w|\frac{(|w|s)^n}{n!}\,ds=\frac{(|w|t)^{n+1}}{(n+1)!}.$$

Now put $w=-iqx$ and $t=1$, which covers both signs of $x$:

$$\left|e^{-iqx}-\sum_{n=0}^{N-1}\frac{(-iqx)^n}{n!}\right|\le\frac{|qx|^N}{N!}.$$

Multiply by $|P(x)|$ and integrate. The polynomial contributes $\frac{(-iq)^n}{n!}\int x^nP\,dx=\frac{(-iq)^n}{n!}\frac{Q_{n+1}}{n+1}$ at each order, which proves the general bound. For $N=3$ the terms are $Q_1$, $-iqQ_2/2$ and $\frac{(-iq)^2}{2}\frac{Q_3}{3}=-q^2Q_3/6$.

For the shifted profile $P(x-a)$, a change of variable gives

$$\int(x+a)^2f\,dx=Q_2+2aQ_1+a^2Q_0=Q_2+2aQ_1 .$$

## A quartic bump at $q=1/2$

Take $P(x)=(1-x^2)^2$ for $|x|\le1$ and zero elsewhere. Its derivative $-4x(1-x^2)$ vanishes at $\pm1$, so $P$ is $C^1$. Then

$$Q_1=\frac{16}{15},\qquad Q_2=0,\qquad Q_3=3\int x^2P\,dx=\frac{16}{35},\qquad \int|x^3P|\,dx=\frac1{12}.$$

At $q=1/2$ the expansion gives $\frac{16}{15}-\frac{2}{105}=\frac{22}{21}\approx1.0476$, with an error of at most $\frac{1}{48}\cdot\frac1{12}=\frac1{576}\approx0.0017$. Moving the bump to $x=1$ changes $Q_2$ from $0$ to $32/15$.

## The Lean file

```lean
import Mathlib

open MeasureTheory Finset

namespace FlexoelectricMoments

noncomputable section

/-- The charge density `f = -P'` induced by a polarization profile `P`. -/
def inducedCharge (P : ℝ → ℝ) (x : ℝ) : ℝ := -deriv P x

/-- The moment `Q_n`, the integral of `x ^ n` times the induced charge. -/
def chargeMoment (P : ℝ → ℝ) (n : ℕ) : ℝ := ∫ x, x ^ n * inducedCharge P x

/-- The Fourier amplitude of a real profile `g` at wave number `q`,
the integral of `g x * exp (-i q x)`. -/
def amplitude (g : ℝ → ℝ) (q : ℝ) : ℂ :=
  ∫ x : ℝ, (g x : ℂ) * Complex.exp (-(Complex.I * q) * x)

/-- For a `C^1` polarization of compact support, the induced charge integrated against a
`C^1` potential equals the polarization integrated against the gradient of that potential. -/
theorem integral_charge_smul {E : Type*} [NormedAddCommGroup E] [NormedSpace ℝ E]
    [CompleteSpace E] {P : ℝ → ℝ} (hP : ContDiff ℝ 1 P) (hc : HasCompactSupport P)
    {φ φ' : ℝ → E} (hφ : ∀ x, HasDerivAt φ (φ' x) x) (hφ' : Continuous φ') :
    ∫ x, inducedCharge P x • φ x = ∫ x, P x • φ' x := by
  have hφc : Continuous φ := continuous_iff_continuousAt.2 fun x => (hφ x).continuousAt
  have hder : ∀ x, HasDerivAt (fun y => P y • φ y) (P x • φ' x + deriv P x • φ x) x :=
    fun x => ((hP.differentiable (by simp) x).hasDerivAt).smul (hφ x)
  have i1 : Integrable (fun x => P x • φ' x) :=
    (hP.continuous.smul hφ').integrable_of_hasCompactSupport hc.smul_right
  have i2 : Integrable (fun x => deriv P x • φ x) :=
    ((hP.continuous_deriv (by simp)).smul hφc).integrable_of_hasCompactSupport
      hc.deriv.smul_right
  have i3 : Integrable (fun x => P x • φ x) :=
    (hP.continuous.smul hφc).integrable_of_hasCompactSupport hc.smul_right
  -- the total derivative of `P φ` integrates to zero
  have h0 : ∫ x, (P x • φ' x + deriv P x • φ x) = 0 :=
    integral_eq_zero_of_hasDerivAt_of_integrable hder (i1.add i2) i3
  rw [integral_add i1 i2] at h0
  simp only [inducedCharge, neg_smul, integral_neg]
  exact (eq_neg_of_add_eq_zero_left h0).symm

/-- The charge induced by a `C^1` polarization of compact support has zero total. -/
theorem chargeMoment_zero {P : ℝ → ℝ} (hP : ContDiff ℝ 1 P) (hc : HasCompactSupport P) :
    chargeMoment P 0 = 0 := by
  have h := integral_charge_smul hP hc (φ := fun _ => (1 : ℝ)) (φ' := fun _ => 0)
    (fun x => hasDerivAt_const x 1) continuous_const
  simpa [chargeMoment] using h

/-- For a `C^1` polarization of compact support, the charge moment of order `n + 1` is
`n + 1` times the moment of order `n` of the polarization. -/
theorem chargeMoment_succ {P : ℝ → ℝ} (hP : ContDiff ℝ 1 P) (hc : HasCompactSupport P)
    (n : ℕ) : chargeMoment P (n + 1) = ((n : ℝ) + 1) * ∫ x, x ^ n * P x := by
  have h := integral_charge_smul hP hc (φ := fun x : ℝ => x ^ (n + 1))
    (φ' := fun x => ((n : ℝ) + 1) * x ^ n)
    (fun x => (hasDerivAt_pow (n + 1) x).congr_deriv (by simp)) (by fun_prop)
  rw [← integral_const_mul]
  unfold chargeMoment
  calc ∫ x, x ^ (n + 1) * inducedCharge P x = ∫ x, inducedCharge P x • x ^ (n + 1) :=
        integral_congr_ae (.of_forall fun x => by simp only [smul_eq_mul]; ring)
    _ = ∫ x, P x • (((n : ℝ) + 1) * x ^ n) := h
    _ = _ := integral_congr_ae (.of_forall fun x => by simp only [smul_eq_mul]; ring)

/-- Moving a `C^1` polarization profile of compact support by `a` changes the second charge
moment by `2 a Q_1`. -/
theorem chargeMoment_two_translate {P : ℝ → ℝ} (hP : ContDiff ℝ 1 P)
    (hc : HasCompactSupport P) (a : ℝ) :
    chargeMoment (fun x => P (x - a)) 2 = chargeMoment P 2 + 2 * a * chargeMoment P 1 := by
  have hs : HasCompactSupport (inducedCharge P) :=
    hc.deriv.comp_left (g := fun y : ℝ => -y) (by simp)
  have hf : Continuous (inducedCharge P) := (hP.continuous_deriv (by simp)).neg
  have hI : ∀ n : ℕ, Integrable (fun x => x ^ n * inducedCharge P x) := fun n =>
    ((continuous_pow n).mul hf).integrable_of_hasCompactSupport hs.mul_left
  have e : chargeMoment (fun x => P (x - a)) 2 = ∫ x, (x + a) ^ 2 * inducedCharge P x := by
    rw [← integral_sub_right_eq_self (fun x => (x + a) ^ 2 * inducedCharge P x) a]
    simp only [chargeMoment, inducedCharge, deriv_comp_sub_const, sub_add_cancel]
  have h12 : Integrable (fun x => x ^ 2 * inducedCharge P x
      + 2 * a * (x ^ 1 * inducedCharge P x)) := (hI 2).add ((hI 1).const_mul (2 * a))
  have e2 : ∫ x, (x + a) ^ 2 * inducedCharge P x = ∫ x, ((x ^ 2 * inducedCharge P x
      + 2 * a * (x ^ 1 * inducedCharge P x)) + a ^ 2 * (x ^ 0 * inducedCharge P x)) :=
    integral_congr_ae (.of_forall fun x => by ring)
  rw [e, e2, integral_add h12 ((hI 0).const_mul (a ^ 2)),
    integral_add (hI 2) ((hI 1).const_mul (2 * a)), integral_const_mul, integral_const_mul]
  change chargeMoment P 2 + 2 * a * chargeMoment P 1 + a ^ 2 * chargeMoment P 0 = _
  rw [chargeMoment_zero hP hc]
  ring

/-- The exponential `exp (w x)` of a real coordinate has derivative `w exp (w x)`. -/
theorem hasDerivAt_wave (w : ℂ) (x : ℝ) :
    HasDerivAt (fun y : ℝ => Complex.exp (w * y)) (w * Complex.exp (w * x)) x := by
  have h1 : HasDerivAt (fun y : ℝ => w * (y : ℂ)) (w * ((1 : ℝ) : ℂ)) x :=
    ((hasDerivAt_id x).ofReal_comp).const_mul w
  exact h1.cexp.congr_deriv (by push_cast; ring)

/-- For a `C^1` polarization of compact support, the Fourier amplitude of the induced charge
is `-i q` times that of the polarization. -/
theorem amplitude_inducedCharge {P : ℝ → ℝ} (hP : ContDiff ℝ 1 P)
    (hc : HasCompactSupport P) (q : ℝ) :
    amplitude (inducedCharge P) q = -(Complex.I * q) * amplitude P q := by
  have h := integral_charge_smul hP hc (hasDerivAt_wave (-(Complex.I * q))) (by fun_prop)
  simp only [Complex.real_smul] at h
  unfold amplitude
  rw [h, ← integral_const_mul]
  exact integral_congr_ae (.of_forall fun x => by ring)

/-- For imaginary `w` and `t ≥ 0`, the Taylor polynomial of `exp (w t)` with `n` terms
has an error of at most `(|w| t) ^ n / n!`. -/
theorem wave_taylor_bound {w : ℂ} (hw : w.re = 0) (n : ℕ) {t : ℝ} (ht : 0 ≤ t) :
    ‖Complex.exp (w * t) - ∑ k ∈ range n, (w * t) ^ k / (k.factorial : ℂ)‖
      ≤ (‖w‖ * t) ^ n / (n.factorial : ℝ) := by
  -- differentiating a Taylor polynomial lowers its order by one
  have hS : ∀ (m : ℕ) (s : ℝ), HasDerivAt
      (fun y : ℝ => ∑ k ∈ range (m + 1), (w * y) ^ k / (k.factorial : ℂ))
      (w * ∑ k ∈ range m, (w * s) ^ k / (k.factorial : ℂ)) s := by
    intro m s
    induction m with
    | zero => simp [hasDerivAt_const]
    | succ m ih =>
      have h1 : HasDerivAt (fun y : ℝ => w * (y : ℂ)) (w * ((1 : ℝ) : ℂ)) s :=
        ((hasDerivAt_id s).ofReal_comp).const_mul w
      have h2 : HasDerivAt (fun y : ℝ => (w * y) ^ (m + 1) / ((m + 1).factorial : ℂ))
          (w * ((w * s) ^ m / (m.factorial : ℂ))) s := by
        refine ((h1.fun_pow (m + 1)).div_const _).congr_deriv ?_
        have hm : (m.factorial : ℂ) ≠ 0 := Nat.cast_ne_zero.2 m.factorial_ne_zero
        have hm1 : (m : ℂ) + 1 ≠ 0 := Nat.cast_add_one_ne_zero m
        simp only [Nat.add_sub_cancel, Nat.factorial_succ]
        push_cast
        generalize (w * (s : ℂ)) ^ m = z
        field_simp
      have e : (fun y : ℝ => ∑ k ∈ range (m + 1 + 1), (w * y) ^ k / (k.factorial : ℂ))
          = fun y : ℝ => (∑ k ∈ range (m + 1), (w * y) ^ k / (k.factorial : ℂ))
            + (w * y) ^ (m + 1) / ((m + 1).factorial : ℂ) :=
        funext fun y => sum_range_succ _ _
      rw [e, sum_range_succ, mul_add]
      exact ih.fun_add h2
  induction n generalizing t with
  | zero => simp [Complex.norm_exp, hw]
  | succ n ih =>
    have hf := fun s : ℝ => (hasDerivAt_wave w s).fun_sub (hS n s)
    have hB : ∀ s : ℝ, HasDerivAt
        (fun y : ℝ => (‖w‖ * y) ^ (n + 1) / ((n + 1).factorial : ℝ))
        (‖w‖ * ((‖w‖ * s) ^ n / (n.factorial : ℝ))) s := by
      intro s
      have h1 : HasDerivAt (fun y : ℝ => ‖w‖ * y) (‖w‖ * 1) s :=
        (hasDerivAt_id s).const_mul ‖w‖
      refine ((h1.fun_pow (n + 1)).div_const _).congr_deriv ?_
      have hn : (n.factorial : ℝ) ≠ 0 := Nat.cast_ne_zero.2 n.factorial_ne_zero
      have hn1 : (n : ℝ) + 1 ≠ 0 := Nat.cast_add_one_ne_zero n
      simp only [Nat.add_sub_cancel, Nat.factorial_succ]
      push_cast
      generalize (‖w‖ * s) ^ n = z
      field_simp
    -- compare the growth of the error with that of the bound
    refine image_norm_le_of_norm_deriv_right_le_deriv_boundary (a := 0) (b := t)
      (fun s _ => (hf s).continuousAt.continuousWithinAt)
      (fun s _ => (hf s).hasDerivWithinAt) (by simp [sum_range_succ']) hB
      (fun s hs => ?_) ⟨ht, le_rfl⟩
    rw [← mul_sub, norm_mul]
    exact mul_le_mul_of_nonneg_left (ih hs.1) (norm_nonneg w)

/-- For a `C^1` polarization of compact support, the long-wave expansion of its Fourier
amplitude in charge moments, cut after `N` terms, has an error of at most
`|q| ^ N / N!` times the integral of `|x ^ N P|`. -/
theorem amplitude_expansion {P : ℝ → ℝ} (hP : ContDiff ℝ 1 P) (hc : HasCompactSupport P)
    (q : ℝ) (N : ℕ) :
    ‖amplitude P q - ∑ n ∈ range N, (-(Complex.I * q)) ^ n / (n.factorial : ℂ)
        * ((chargeMoment P (n + 1) : ℂ) / ((n : ℂ) + 1))‖
      ≤ |q| ^ N / (N.factorial : ℝ) * ∫ x, |x ^ N * P x| := by
  have hPc : Continuous fun x => (P x : ℂ) := Complex.continuous_ofReal.comp hP.continuous
  have hs : HasCompactSupport fun x => (P x : ℂ) :=
    hc.comp_left (g := Complex.ofReal) Complex.ofReal_zero
  have hI : ∀ g : ℝ → ℂ, Continuous g → Integrable (fun x => (P x : ℂ) * g x) :=
    fun g hg => (hPc.mul hg).integrable_of_hasCompactSupport hs.mul_right
  -- the moment sum is the polarization integrated against a Taylor polynomial
  have hsum : ∑ n ∈ range N, (-(Complex.I * q)) ^ n / (n.factorial : ℂ)
        * ((chargeMoment P (n + 1) : ℂ) / ((n : ℂ) + 1))
      = ∫ x : ℝ, (P x : ℂ)
        * ∑ n ∈ range N, (-(Complex.I * q) * x) ^ n / (n.factorial : ℂ) := by
    simp_rw [mul_sum]
    rw [MeasureTheory.integral_finsetSum _ (fun n _ => hI _ (by fun_prop))]
    refine sum_congr rfl fun n _ => ?_
    have hM : (chargeMoment P (n + 1) : ℂ) / ((n : ℂ) + 1)
        = ∫ x : ℝ, ((x ^ n * P x : ℝ) : ℂ) := by
      rw [integral_complex_ofReal, chargeMoment_succ hP hc, Complex.ofReal_mul,
        Complex.ofReal_add, Complex.ofReal_natCast, Complex.ofReal_one,
        mul_div_cancel_left₀ _ (Nat.cast_add_one_ne_zero n)]
    rw [hM, ← integral_const_mul]
    exact integral_congr_ae (.of_forall fun x => by push_cast; ring)
  have hb : Integrable (fun x => |x ^ N * P x|) :=
    (((continuous_pow N).mul hP.continuous).integrable_of_hasCompactSupport hc.mul_left).abs
  rw [hsum, amplitude, ← integral_sub (hI _ (by fun_prop)) (hI _ (by fun_prop)),
    ← integral_const_mul]
  refine norm_integral_le_of_norm_le (hb.const_mul _) (.of_forall fun x => ?_)
  have h := wave_taylor_bound (w := -(Complex.I * q) * x) (by simp) N zero_le_one
  have hn : ‖-(Complex.I * q) * (x : ℂ)‖ = |q| * |x| := by simp
  simp only [Complex.ofReal_one, mul_one, hn] at h
  rw [← mul_sub, norm_mul, Complex.norm_real, Real.norm_eq_abs]
  calc _ ≤ |P x| * ((|q| * |x|) ^ N / (N.factorial : ℝ)) :=
        mul_le_mul_of_nonneg_left h (abs_nonneg _)
    _ = _ := by rw [abs_mul, abs_pow]; ring

/-- For a `C^1` polarization of compact support, the Fourier amplitude equals
`Q_1 - i q Q_2 / 2 - q ^ 2 Q_3 / 6` up to an error of at most `|q| ^ 3 / 6` times the
integral of `|x ^ 3 P|`. -/
theorem flexoelectric_expansion {P : ℝ → ℝ} (hP : ContDiff ℝ 1 P)
    (hc : HasCompactSupport P) (q : ℝ) :
    ‖amplitude P q - ((chargeMoment P 1 : ℂ) - Complex.I * q * chargeMoment P 2 / 2
        - (q : ℂ) ^ 2 * chargeMoment P 3 / 6)‖
      ≤ |q| ^ 3 / 6 * ∫ x, |x ^ 3 * P x| := by
  have h := amplitude_expansion hP hc q 3
  have e : ∑ n ∈ range 3, (-(Complex.I * q)) ^ n / (n.factorial : ℂ)
        * ((chargeMoment P (n + 1) : ℂ) / ((n : ℂ) + 1))
      = (chargeMoment P 1 : ℂ) - Complex.I * q * chargeMoment P 2 / 2
        - (q : ℂ) ^ 2 * chargeMoment P 3 / 6 := by
    simp only [sum_range_succ, sum_range_zero, Nat.factorial_zero, Nat.factorial_one,
      Nat.factorial_two, zero_add, Nat.reduceAdd]
    push_cast
    linear_combination ((q : ℂ) ^ 2 * chargeMoment P 3 / 6) * Complex.I_sq
  have h6 : ((Nat.factorial 3 : ℕ) : ℝ) = 6 := by norm_num [Nat.factorial]
  rwa [e, h6] at h

end

end FlexoelectricMoments
```

```lean
#print axioms FlexoelectricMoments.chargeMoment_two_translate
#print axioms FlexoelectricMoments.amplitude_inducedCharge
#print axioms FlexoelectricMoments.amplitude_expansion
#print axioms FlexoelectricMoments.flexoelectric_expansion
```

```
'FlexoelectricMoments.chargeMoment_two_translate' depends on axioms: [propext, Classical.choice, Quot.sound]
'FlexoelectricMoments.amplitude_inducedCharge' depends on axioms: [propext, Classical.choice, Quot.sound]
'FlexoelectricMoments.amplitude_expansion' depends on axioms: [propext, Classical.choice, Quot.sound]
'FlexoelectricMoments.flexoelectric_expansion' depends on axioms: [propext, Classical.choice, Quot.sound]
```

## How the code maps to the physics

`inducedCharge`, `chargeMoment` and `amplitude` are $f$, $Q_n$ and the Fourier integral. The last fixes the sign $e^{-iqx}$ and has no factor of $2\pi$. The hypotheses `ContDiff ℝ 1 P` and `HasCompactSupport P` express smoothness and finite range. In `amplitude_expansion`, `range N` runs over $n=0,\dots,N-1$, and `flexoelectric_expansion` is the case $N=3$.

`integral_charge_smul` is the integration by parts. Its potential takes values in a general space `E`, so one lemma serves both real powers and complex plane waves. `chargeMoment_zero`, `chargeMoment_succ` and `amplitude_inducedCharge` insert the three potentials, and `chargeMoment_two_translate` is the origin shift.

`wave_taylor_bound` follows the induction on $R_n$. Where the derivation integrates the derivative bound, Lean compares the growth of the error with that of its bound, through `image_norm_le_of_norm_deriv_right_le_deriv_boundary`. `amplitude_expansion` then rewrites the moment sum as the integral of $P$ against the Taylor polynomial and integrates the pointwise estimate with `norm_integral_le_of_norm_le`.

## From the continuum profile to a crystal calculation

The theorems hold for any profile that meets the two hypotheses, however it was obtained. They do not derive $P$ from an electronic-structure calculation, and they do not establish that a real response has finite range. A profile with an exponential tail would need a version with decay conditions. A displaced plane of point nuclei adds a delta function to $P$, which the $C^1$ hypothesis excludes unless the nuclear charge is smeared out smoothly.

The integrals run over the whole line, so quadrature error, periodic images and the choice of supercell have to be controlled separately. The model has a single coordinate and a single polarization component; the full flexoelectric tensor, lattice relaxation and surface contributions lie beyond it.
